# The strong-field limit of the inverse of a positive definite mass tensor plus the field's cross-product matrix

Let `M` be a real, positive definite 3 × 3 mass tensor, `b` a nonzero field vector, not necessarily of unit length, and C(b) the matrix that sends v to b × v. The theorem `strong_field_limit` says that as the field s b grows along its fixed direction, the inverse of M + C(s b) tends to b bᵀ / ⟨b, M b⟩. The limit is thus a matrix of rank one that sends every vector to a multiple of `b`. The proof takes a closed formula for the inverse from the preceding theorem and rewrites it as a function `f` of t = 1/s. It then needs `f` to be continuous at t = 0, where its value is the claimed limit.

As first written in Lean, the proof fails:

```lean
import Mathlib

open Matrix Filter Topology

namespace MultivalleyMagnetotransport

noncomputable section

/-- The cross-product matrix `C(b)` of a vector `b`. -/
def crossMat (b : Fin 3 → ℝ) : Matrix (Fin 3) (Fin 3) ℝ :=
  !![0, -b 2, b 1; b 2, 0, -b 0; -b 1, b 0, 0]

/-- For a symmetric mass tensor, `M + C(b)` times `adj M + b bᵀ - C(M b)` is the scalar matrix
`det M + ⟨b, M b⟩`. -/
theorem add_crossMat_mul {M : Matrix (Fin 3) (Fin 3) ℝ} (hM : M.IsSymm) (b : Fin 3 → ℝ) :
    (M + crossMat b) * (M.adjugate + vecMulVec b b - crossMat (M *ᵥ b)) =
      (M.det + b ⬝ᵥ (M *ᵥ b)) • (1 : Matrix (Fin 3) (Fin 3) ℝ) := by
  have h1 : M 1 0 = M 0 1 := hM.apply 0 1
  have h2 : M 2 0 = M 0 2 := hM.apply 0 2
  have h3 : M 2 1 = M 1 2 := hM.apply 1 2
  rw [Matrix.adjugate_fin_three, Matrix.det_fin_three]
  ext i j
  fin_cases i <;> fin_cases j <;>
    simp [Matrix.mul_apply, crossMat, Matrix.mulVec, dotProduct, Fin.sum_univ_three,
      Matrix.vecMulVec_apply, h1, h2, h3] <;> ring

/-- For a positive definite mass tensor, `det M + ⟨b, M b⟩` is positive, and the inverse of
`M + C(b)` is `adj M + b bᵀ - C(M b)` divided by it. -/
theorem inv_add_crossMat {M : Matrix (Fin 3) (Fin 3) ℝ} (hM : M.PosDef) (b : Fin 3 → ℝ) :
    0 < M.det + b ⬝ᵥ (M *ᵥ b) ∧
    (M + crossMat b)⁻¹ = (M.det + b ⬝ᵥ (M *ᵥ b))⁻¹ •
      (M.adjugate + vecMulVec b b - crossMat (M *ᵥ b)) := by
  have hs : M.IsSymm :=
    Matrix.IsSymm.ext fun i j => by simpa using hM.isHermitian.apply i j
  have h0 : 0 ≤ b ⬝ᵥ (M *ᵥ b) := by
    simpa using hM.posSemidef.dotProduct_mulVec_nonneg b
  have hpos : 0 < M.det + b ⬝ᵥ (M *ᵥ b) := by linarith [hM.det_pos]
  refine ⟨hpos, Matrix.inv_eq_right_inv ?_⟩
  rw [Matrix.mul_smul, add_crossMat_mul hs, smul_smul, inv_mul_cancel₀ hpos.ne', one_smul]

/-- Strong-field limit: as the field `s b` grows along a fixed direction, `(M + C(s b))⁻¹` tends
to `b bᵀ / ⟨b, M b⟩`. -/
theorem strong_field_limit {M : Matrix (Fin 3) (Fin 3) ℝ} (hM : M.PosDef) {b : Fin 3 → ℝ}
    (hb : b ≠ 0) :
    Tendsto (fun s : ℝ => (M + crossMat (s • b))⁻¹) atTop
      (𝓝 ((b ⬝ᵥ (M *ᵥ b))⁻¹ • vecMulVec b b)) := by
  have hd : 0 < b ⬝ᵥ (M *ᵥ b) := by simpa using hM.dotProduct_mulVec_pos hb
  have hD := hM.det_pos
  -- the closed form, written in the variable `t = 1 / s`
  let f : ℝ → Matrix (Fin 3) (Fin 3) ℝ := fun t =>
    (b ⬝ᵥ (M *ᵥ b) + t ^ 2 * M.det)⁻¹ •
      (t ^ 2 • M.adjugate + vecMulVec b b - t • crossMat (M *ᵥ b))
  have hf : ContinuousAt f 0 := by
    apply ContinuousAt.smul
    · exact ContinuousAt.inv₀ (by fun_prop) (by simpa using hd.ne')
    · fun_prop
  have hf0 : f 0 = (b ⬝ᵥ (M *ᵥ b))⁻¹ • vecMulVec b b := by simp [f]
  rw [← hf0]
  refine (hf.tendsto.comp tendsto_inv_atTop_zero).congr' ?_
  filter_upwards [eventually_gt_atTop (0 : ℝ)] with s hs
  have h1 : (s • b) ⬝ᵥ (M *ᵥ (s • b)) = s ^ 2 * (b ⬝ᵥ (M *ᵥ b)) := by
    rw [Matrix.mulVec_smul, smul_dotProduct, dotProduct_smul, smul_eq_mul, smul_eq_mul]
    ring
  have h2 : vecMulVec (s • b) (s • b) = s ^ 2 • vecMulVec b b := by
    ext i j
    simp only [Matrix.vecMulVec_apply, Matrix.smul_apply, Pi.smul_apply, smul_eq_mul]
    ring
  have h3 : crossMat (M *ᵥ (s • b)) = s • crossMat (M *ᵥ b) := by
    rw [Matrix.mulVec_smul]
    ext i j
    fin_cases i <;> fin_cases j <;> simp [crossMat]
  rw [(inv_add_crossMat hM _).2, h1, h2, h3]
  have hX : M.det + s ^ 2 * (b ⬝ᵥ (M *ᵥ b)) ≠ 0 := by positivity
  have he : (b ⬝ᵥ (M *ᵥ b) + s⁻¹ ^ 2 * M.det)⁻¹ =
      s ^ 2 * (M.det + s ^ 2 * (b ⬝ᵥ (M *ᵥ b)))⁻¹ := by
    have h : b ⬝ᵥ (M *ᵥ b) + s⁻¹ ^ 2 * M.det =
        (M.det + s ^ 2 * (b ⬝ᵥ (M *ᵥ b))) / s ^ 2 := by
      field_simp
      try ring
    rw [h, inv_div, div_eq_mul_inv]
  simp only [Function.comp_apply, f]
  rw [he]
  ext i j
  simp only [Matrix.smul_apply, Matrix.add_apply, Matrix.sub_apply, smul_eq_mul]
  field_simp
  try ring

end

end MultivalleyMagnetotransport
```

The error:

```
Main.lean:54:4: error: Tactic `apply` failed: could not unify the conclusion of `@ContinuousAt.smul`
  ContinuousAt (?f • ?g) ?b
with the goal
  ContinuousAt f 0

Note: The full type of `@ContinuousAt.smul` is
  ∀ {M : Type ?u.125} {X : Type ?u.124} {Y : Type ?u.123} [inst : TopologicalSpace M] [inst_1 : TopologicalSpace X]
    [inst_2 : TopologicalSpace Y] [inst_3 : SMul M X] [ContinuousSMul M X] {f : Y → M} {g : Y → X} {b : Y},
    ContinuousAt f b → ContinuousAt g b → ContinuousAt (f • g) b

M : Matrix (Fin 3) (Fin 3) ℝ
hM : M.PosDef
b : Fin 3 → ℝ
hb : b ≠ 0
hd : 0 < b ⬝ᵥ M *ᵥ b
hD : 0 < M.det
f : ℝ → Matrix (Fin 3) (Fin 3) ℝ :=
  fun t => (b ⬝ᵥ M *ᵥ b + t ^ 2 * M.det)⁻¹ • (t ^ 2 • M.adjugate + vecMulVec b b - t • crossMat (M *ᵥ b))
⊢ ContinuousAt f 0
```

Diagnosis. The error is in the proof that `f` is continuous at 0. At each t, `f` is a scalar times a matrix, and `ContinuousAt.smul` is the lemma for such products. But its conclusion is about `?f • ?g`, a product of two whole functions, both still unknown, while the goal names the single function `f`, whose definition multiplies the values at each `t`. To apply the lemma, Lean had to find the two factors by matching `?f • ?g` against `f`, and it reports that it could not.

The repair gives Lean the factors. `hden` states that the scalar's denominator is continuous at 0, and `hinv` passes to its inverse, which is allowed because the denominator at 0 is ⟨b, M b⟩, which is positive by `hd`. `hnum` states that the matrix factor is continuous. `hinv.smul hnum` then applies the same lemma with both functions known. In `exact h` Lean has only to check that their product is `f` by definition, and this it accepts. The mathematical argument is unchanged.

The change, after which it compiles:

```diff
@@ -52,7 +52,10 @@
       (t ^ 2 • M.adjugate + vecMulVec b b - t • crossMat (M *ᵥ b))
   have hf : ContinuousAt f 0 := by
-    apply ContinuousAt.smul
-    · exact ContinuousAt.inv₀ (by fun_prop) (by simpa using hd.ne')
-    · fun_prop
+    have hden : ContinuousAt (fun t : ℝ => b ⬝ᵥ (M *ᵥ b) + t ^ 2 * M.det) 0 := by fun_prop
+    have hinv := hden.inv₀ (by simpa using hd.ne')
+    have hnum : ContinuousAt (fun t : ℝ =>
+        t ^ 2 • M.adjugate + vecMulVec b b - t • crossMat (M *ᵥ b)) 0 := by fun_prop
+    have h := hinv.smul hnum
+    exact h
   have hf0 : f 0 = (b ⬝ᵥ (M *ᵥ b))⁻¹ • vecMulVec b b := by simp [f]
   rw [← hf0]
```
